# For a convex, lower semicontinuous functional on a compact set of lattice densities, an ε-minimiser lies within √ε of an exact minimiser in a potential changed by at most √ε

A density optimisation on a lattice stops at a density $\rho$ whose energy in the potential $v$ is within $\varepsilon$ of the minimum. Is $\rho$ close to the exact ground-state density of some nearby potential? The answer depends on what "ground-state density" means, and here it means a minimiser of an energy functional of the density. No wavefunction or Hamiltonian appears. The data are a set $D$ of admissible densities and a real-valued functional $F$ on them, and the energy of a density $r$ in the potential $v$ is $F(r)+\langle v,r\rangle$.

Three conditions are assumed of these data:

- $D$ is compact. On a finite lattice this holds, for example, when $D$ consists of all densities with a given total particle number and every site occupation in a fixed closed interval.
- $F$ is convex on $D$, and $D$ itself is convex. This is the property that a constrained search over ensembles gives to the internal energy.
- $F$ is lower semicontinuous on $D$. A sequence of densities cannot approach an energy lower than the one found at its limit.

Under these conditions the answer is yes, with both distances at most $\sqrt\varepsilon$ in the Euclidean norm, where occupations are dimensionless and energies are numbers in a fixed unit.

One step leads from this model to a lattice of electrons: identifying the minimisers of $F(r)+\langle v,r\rangle$ with the densities of actual ground states. If $F$ is the ensemble constrained-search functional of a finite-lattice Hamiltonian and $D$ is the set of all ensemble densities with the given particle number, a minimiser is the density of a ground-state ensemble, which need not be a pure state. If $D$ is smaller, a minimiser may owe its place to the restriction and belong to no ground state.

The argument needs only an inner product, so most of it is carried out in a real inner product space `E`. The lattice of $L$ sites enters as the special case $\mathbb R^L$.

```lean
import Mathlib

namespace ApproximateRepresentability

noncomputable section

variable {E : Type*} [NormedAddCommGroup E] [InnerProductSpace ℝ E]
```

## Energy, exact minimisers and near-minimisers

The energy is

$$E_v(r)=F(r)+\langle v,r\rangle .$$

On a lattice, $\langle v,r\rangle=\sum_i v_i r_i$ is the coupling of the site potentials to the site occupations. In Lean, potentials and densities are vectors of the same space, and `inner ℝ v r` is their coupling.

```lean
/-- The energy of the density `r` in the potential `v`: the internal functional `F r` plus the
coupling of potential and density. -/
def energy (F : E → ℝ) (v r : E) : ℝ := F r + inner ℝ v r
```

A density $\sigma$ is an exact minimiser in the potential $w$ if $\sigma\in D$ and $E_w(\sigma)\le E_w(r)$ for all $r\in D$. The name `IsGround` refers to this variational property alone. The values of $F$ outside $D$ play no part.

```lean
/-- The density `σ` in `D` exactly minimises the energy in the potential `w` over `D`. -/
def IsGround (D : Set E) (F : E → ℝ) (w σ : E) : Prop :=
  σ ∈ D ∧ ∀ r ∈ D, energy F w σ ≤ energy F w r
```

A density $\rho$ is a near-minimiser in $v$ if $\rho\in D$ and $E_v(\rho)\le E_v(r)+\varepsilon$ for all $r\in D$. Taking $r=\rho$ gives $\varepsilon\ge 0$, so the theorems below need no separate hypothesis on the sign of $\varepsilon$.

```lean
/-- The density `ρ` in `D` minimises the energy in the potential `v` over `D` within `ε`. -/
def IsNearGround (D : Set E) (F : E → ℝ) (v : E) (ε : ℝ) (ρ : E) : Prop :=
  ρ ∈ D ∧ ∀ r ∈ D, energy F v ρ ≤ energy F v r + ε
```

## A spring that ties the density to ρ

Choose a stiffness $c$ and add a quadratic penalty for leaving $\rho$:

$$G(r)=E_v(r)+\tfrac c2\|r-\rho\|^2 .$$

The coupling and the penalty are continuous and $F$ is lower semicontinuous, so $G$ is lower semicontinuous on $D$. Since $D$ is compact and contains $\rho$, $G$ attains its minimum at some $\sigma\in D$. The Lean proof follows the same order: `fun_prop` supplies the continuity, `hl.add` forms the sum, and `exists_isMinOn` gives the minimiser.

```lean
/-- On a compact set `D` containing `ρ`, with `F` lower semicontinuous on `D`, the energy plus a
quadratic penalty for leaving `ρ` has a minimiser. -/
theorem exists_penalised_minimiser {D : Set E} {F : E → ℝ} (hD : IsCompact D)
    (hl : LowerSemicontinuousOn F D) (v : E) (c : ℝ) {ρ : E} (hρ : ρ ∈ D) :
    ∃ σ ∈ D, ∀ r ∈ D,
      energy F v σ + c / 2 * ‖σ - ρ‖ ^ 2 ≤ energy F v r + c / 2 * ‖r - ρ‖ ^ 2 := by
  have hg : Continuous fun r : E => inner ℝ v r + c / 2 * ‖r - ρ‖ ^ 2 := by fun_prop
  obtain ⟨σ, hσ, hm⟩ :=
    (hl.add hg.continuousOn.lowerSemicontinuousOn).exists_isMinOn ⟨ρ, hρ⟩ hD
  refine ⟨σ, hσ, fun r hr => ?_⟩
  have h : F σ + (inner ℝ v σ + c / 2 * ‖σ - ρ‖ ^ 2)
      ≤ F r + (inner ℝ v r + c / 2 * ‖r - ρ‖ ^ 2) := isMinOn_iff.1 hm r hr
  simp only [energy]
  linarith
```

## The penalty becomes a change of potential

If $F$ were differentiable and $\sigma$ an interior point, stationarity of $G$ would read $\nabla F(\sigma)+v+c(\sigma-\rho)=0$. This is the stationarity condition for $E_w$ with $w=v+c(\sigma-\rho)$. Lattice functionals can have kinks, and $\sigma$ may lie on the boundary of $D$, so the derivative is replaced by small steps along a segment.

Such steps lead to inequalities $0\le A+tB$ for all $0<t\le1$, with $B\ge0$, and the conclusion wanted is $A\ge0$. Suppose $A<0$. Then $t=-A/(B-A)$ lies in $(0,1]$ and satisfies $t(B-A)=-A$, so that $A+tB=tA<0$, a contradiction. This explicit step takes the place of the limit $t\to0$.

```lean
/-- If `A + t B` is nonnegative for every step `t` in `(0, 1]`, with `B` nonnegative, then the
first-order term `A` is nonnegative. -/
theorem first_order_nonneg {A B : ℝ} (hB : 0 ≤ B)
    (h : ∀ t : ℝ, 0 < t → t ≤ 1 → 0 ≤ A + t * B) : 0 ≤ A := by
  by_contra hA
  have hA' : A < 0 := not_le.1 hA
  have hd : 0 < B - A := by linarith
  -- the step t = -A / (B - A) would make the expression equal to t A < 0
  have ht : 0 < -A / (B - A) := div_pos (by linarith) hd
  have h1 := h _ ht ((div_le_one hd).2 (by linarith))
  have h2 : -A / (B - A) * (B - A) = -A := div_mul_cancel₀ _ hd.ne'
  have h3 := mul_neg_of_pos_of_neg ht hA'
  rw [mul_sub] at h2
  linarith
```

Now take any $r\in D$ and $0<t\le 1$, and move from $\sigma$ to the mixture $r_t=(1-t)\sigma+tr$, which lies in $D$ by convexity. Three facts are combined:

$$E_v(\sigma)+\tfrac c2\|\sigma-\rho\|^2\le E_v(r_t)+\tfrac c2\|r_t-\rho\|^2,$$

$$E_v(r_t)\le(1-t)E_v(\sigma)+tE_v(r),$$

$$\|r_t-\rho\|^2=\|\sigma-\rho\|^2+2t\langle\sigma-\rho,r-\sigma\rangle+t^2\|r-\sigma\|^2 .$$

Substituting and dividing by $t$ gives

$$0\le \underbrace{E_v(r)-E_v(\sigma)+c\langle\sigma-\rho,r-\sigma\rangle}_{A}+t\,\underbrace{\tfrac c2\|r-\sigma\|^2}_{B}.$$

With $c\ge0$ we have $B\ge0$, and the previous lemma yields $A\ge0$. Rearranged, this is

$$E_v(\sigma)+c\langle\sigma-\rho,\sigma\rangle\le E_v(r)+c\langle\sigma-\rho,r\rangle ,$$

which says that $\sigma$ exactly minimises the energy in the potential $w=v+c(\sigma-\rho)$.

In the code, `hm` is the first fact and `hconv` is the convexity of $F$. The rewriting with `norm_add_sq_real` expands the square, `le_of_mul_le_mul_left` divides by $t$, and `nlinarith` combines the inequalities. The inequality $A\ge0$ is called `key`.

```lean
/-- For convex `F` and `c ≥ 0`, a minimiser `σ` of the penalised energy is an exact minimiser of
the energy without penalty in the shifted potential `v + c (σ - ρ)`. -/
theorem isGround_of_penalised {D : Set E} {F : E → ℝ} (hF : ConvexOn ℝ D F)
    {v ρ σ : E} {c : ℝ} (hc : 0 ≤ c) (hσ : σ ∈ D)
    (hmin : ∀ r ∈ D,
      energy F v σ + c / 2 * ‖σ - ρ‖ ^ 2 ≤ energy F v r + c / 2 * ‖r - ρ‖ ^ 2) :
    IsGround D F (v + c • (σ - ρ)) σ := by
  refine ⟨hσ, fun r hr => ?_⟩
  have key : 0 ≤ energy F v r - energy F v σ + c * inner ℝ (σ - ρ) (r - σ) := by
    apply first_order_nonneg (B := c / 2 * ‖r - σ‖ ^ 2) (by positivity)
    intro t ht ht1
    -- compare σ with the mixture (1 - t) σ + t r
    have hconv := hF.2 hσ hr (sub_nonneg.2 ht1) ht.le (sub_add_cancel 1 t)
    have hm := hmin _ (hF.1 hσ hr (sub_nonneg.2 ht1) ht.le (sub_add_cancel 1 t))
    have hs : (1 - t) • σ + t • r - ρ = (σ - ρ) + t • (r - σ) := by module
    rw [hs, norm_add_sq_real, norm_smul, real_inner_smul_right, Real.norm_eq_abs, mul_pow,
      sq_abs] at hm
    simp only [energy, inner_add_right, real_inner_smul_right, smul_eq_mul] at hm hconv ⊢
    refine le_of_mul_le_mul_left ?_ ht
    nlinarith
  rw [inner_sub_right] at key
  simp only [energy, inner_add_left, real_inner_smul_left] at key ⊢
  linarith
```

## How far the density moves

Test the exact minimality of $\sigma$ in $w$ at the density $\rho$:

$$E_v(\sigma)+c\langle\sigma-\rho,\sigma\rangle\le E_v(\rho)+c\langle\sigma-\rho,\rho\rangle .$$

Hence

$$c\|\sigma-\rho\|^2\le E_v(\rho)-E_v(\sigma)\le\varepsilon ,$$

where the last inequality is the near-minimality of $\rho$ tested at $\sigma$.

It is easy to go wrong here by testing the penalised minimality at $\rho$, since that inequality is already at hand. It gives only $\tfrac c2\|\sigma-\rho\|^2\le\varepsilon$, and both final bounds then come out too large by a factor $\sqrt2$. The sharper estimate uses the linear inequality obtained from convexity.

In Lean, `h1` and `h2` are the two minimality statements, and `e` is the identity $\langle\sigma-\rho,\sigma\rangle-\langle\sigma-\rho,\rho\rangle=\|\sigma-\rho\|^2$.

```lean
/-- If `ρ` minimises the energy in `v` within `ε`, and `σ` is an exact minimiser in the potential
`v + c (σ - ρ)`, then `c` times the squared distance of the two densities is at most `ε`. -/
theorem displacement_bound {D : Set E} {F : E → ℝ} {v ρ σ : E} {c ε : ℝ}
    (hρ : IsNearGround D F v ε ρ) (hσ : IsGround D F (v + c • (σ - ρ)) σ) :
    c * ‖σ - ρ‖ ^ 2 ≤ ε := by
  have h1 := hσ.2 ρ hρ.1
  have h2 := hρ.2 σ hσ.1
  have e : inner ℝ (σ - ρ) σ - inner ℝ (σ - ρ) ρ = ‖σ - ρ‖ ^ 2 := by
    rw [← inner_sub_right, real_inner_self_eq_norm_sq]
  simp only [energy, inner_add_left, real_inner_smul_left] at h1 h2
  rw [← e, mul_sub]
  linarith
```

For $c>0$ the displacement bound gives two estimates:

$$\|\sigma-\rho\|\le\sqrt{\varepsilon/c},\qquad \|w-v\|=c\|\sigma-\rho\|\le\sqrt{c\,\varepsilon}.$$

A stiff spring keeps the density close and allows a larger change of potential, and a soft spring does the opposite. If occupations are dimensionless, $c$ has the dimension of an energy, and both bounds have the right units. The proof combines the penalised minimiser, the change of potential and the displacement bound, and takes square roots with `Real.abs_le_sqrt`.

```lean
/-- Let `F` be convex and lower semicontinuous on a compact `D`, and let `ρ` minimise the energy
in `v` within `ε`. For every `c > 0` some `σ` is an exact minimiser in some potential `w`, with
`σ` within `√(ε / c)` of `ρ` and `w` within `√(c ε)` of `v`. -/
theorem exact_near_approximate {D : Set E} {F : E → ℝ} (hD : IsCompact D)
    (hF : ConvexOn ℝ D F) (hl : LowerSemicontinuousOn F D) {v ρ : E} {ε c : ℝ} (hc : 0 < c)
    (hρ : IsNearGround D F v ε ρ) :
    ∃ σ w : E, IsGround D F w σ ∧ ‖σ - ρ‖ ≤ √(ε / c) ∧ ‖w - v‖ ≤ √(c * ε) := by
  obtain ⟨σ, hσ, hmin⟩ := exists_penalised_minimiser hD hl v c hρ.1
  have hg := isGround_of_penalised hF hc.le hσ hmin
  have hb := displacement_bound hρ hg
  refine ⟨σ, v + c • (σ - ρ), hg, ?_, ?_⟩
  · refine (le_abs_self _).trans (Real.abs_le_sqrt ?_)
    rw [le_div_iff₀ hc]
    linarith
  · refine (le_abs_self _).trans (Real.abs_le_sqrt ?_)
    rw [add_sub_cancel_left, norm_smul, Real.norm_eq_abs, mul_pow, sq_abs]
    calc c ^ 2 * ‖σ - ρ‖ ^ 2 = c * (c * ‖σ - ρ‖ ^ 2) := by ring
      _ ≤ c * ε := mul_le_mul_of_nonneg_left hb hc.le
```

## The lattice of L sites

Setting $c=1$, which amounts to fixing the unit of energy, makes the two bounds equal. In words: for every number of sites $L$, every compact $D\subset\mathbb R^L$ and every $F$ convex and lower semicontinuous on $D$, if $\rho$ minimises $F(r)+\langle v,r\rangle$ over $D$ within $\varepsilon$, then there are a density $\sigma$ and a potential $w$ such that $\sigma$ exactly minimises $F(r)+\langle w,r\rangle$ over $D$, with

$$\|\sigma-\rho\|\le\sqrt\varepsilon,\qquad\|w-v\|\le\sqrt\varepsilon .$$

The type `EuclideanSpace ℝ (Fin L)` fixes the norm as the Euclidean one, the root of the sum of squares over sites. Convexity of $D$ is part of the hypothesis `ConvexOn ℝ D F`. For $\varepsilon=0$ the bounds force $\sigma=\rho$ and $w=v$.

The theorem carries the name of Brøndsted and Rockafellar, whose result is set in Banach spaces and requires no compact domain. Compactness is what makes the existence of $\sigma$ so direct here.

For density functional theory on a finite lattice, with $F$ the ensemble kinetic functional of non-interacting particles and $D$ the set of all their ensemble densities with the given particle number, the statement concerns Kohn–Sham inversion: a density that is nearly optimal in some potential has a neighbour that a nearby potential reproduces exactly, in the ensemble sense.

```lean
/-- Brøndsted–Rockafellar theorem on a lattice of `L` sites: for `F` convex and lower
semicontinuous on a compact `D`, a density that minimises the energy within `ε` has an exactly
minimising density within `√ε` of it, in a potential within `√ε` of the given one. -/
theorem brondsted_rockafellar_lattice {L : ℕ} {D : Set (EuclideanSpace ℝ (Fin L))}
    {F : EuclideanSpace ℝ (Fin L) → ℝ} (hD : IsCompact D) (hF : ConvexOn ℝ D F)
    (hl : LowerSemicontinuousOn F D) {v ρ : EuclideanSpace ℝ (Fin L)} {ε : ℝ}
    (hρ : IsNearGround D F v ε ρ) :
    ∃ σ w : EuclideanSpace ℝ (Fin L),
      IsGround D F w σ ∧ ‖σ - ρ‖ ≤ √ε ∧ ‖w - v‖ ≤ √ε := by
  simpa only [div_one, one_mul] using exact_near_approximate hD hF hl one_pos hρ
```

## Exactly representable densities are dense

Let $\rho$ be any density in $D$. Since $D$ is compact and $F$ is lower semicontinuous on it, $F$ has a minimiser $m$ on $D$. Put $\varepsilon_0=F(\rho)-F(m)\ge0$. In zero potential, $\rho$ is then a minimiser within $\varepsilon_0$. Given $\delta>0$, choose the stiffness $c=(\varepsilon_0+1)/\delta^2$. The density bound becomes

$$\|\sigma-\rho\|\le\sqrt{\varepsilon_0/c}=\delta\sqrt{\frac{\varepsilon_0}{\varepsilon_0+1}}<\delta ,$$

so an exactly representable density lies within $\delta$ of $\rho$. This estimate gives no uniform control of the potential as $\delta\to0$, since its upper bound $\sqrt{c\,\varepsilon_0}$ grows like $1/\delta$ when $\varepsilon_0>0$. The potential itself may stay bounded. The code discards that bound with the dash in `⟨σ, w, hg, hd, -⟩`.

Density does not mean that every $\rho\in D$ is itself representable. For $F(r)=-\sqrt r$ on $[0,1]$, the density $0$ minimises the energy in no potential $w$, because $-\sqrt r+wr$ is negative for small $r>0$.

```lean
/-- For `F` convex and lower semicontinuous on a compact `D`, every density in `D` is a limit of
densities that exactly minimise the energy in some potential. -/
theorem representable_dense {D : Set E} {F : E → ℝ} (hD : IsCompact D)
    (hF : ConvexOn ℝ D F) (hl : LowerSemicontinuousOn F D) :
    D ⊆ closure {σ | ∃ w, IsGround D F w σ} := by
  intro ρ hρ
  obtain ⟨m, hm, hmin⟩ := hl.exists_isMinOn ⟨ρ, hρ⟩ hD
  have hmin' := isMinOn_iff.1 hmin
  have h0 : 0 ≤ F ρ - F m := sub_nonneg.2 (hmin' ρ hρ)
  -- in zero potential ρ is a minimiser within F ρ - F m
  have hnear : IsNearGround D F 0 (F ρ - F m) ρ := by
    refine ⟨hρ, fun r hr => ?_⟩
    have := hmin' r hr
    simp only [energy, inner_zero_left]
    linarith
  rw [Metric.mem_closure_iff]
  intro δ hδ
  -- a stiff penalty keeps the exact density within δ
  have hc : 0 < (F ρ - F m + 1) / δ ^ 2 := by
    apply div_pos (by linarith) (by positivity)
  obtain ⟨σ, w, hg, hd, -⟩ := exact_near_approximate hD hF hl hc hnear
  refine ⟨σ, ⟨w, hg⟩, ?_⟩
  rw [dist_comm, dist_eq_norm]
  refine hd.trans_lt ((Real.sqrt_lt' hδ).2 ?_)
  rw [div_lt_iff₀ hc, mul_div_cancel₀ _ (by positivity : δ ^ 2 ≠ 0)]
  linarith
```

## One site shows that the constant is sharp

Take one site with occupation in $[0,1]$, $F=0$ and $0\le\varepsilon\le1$. Let both the potential and the density equal $\sqrt\varepsilon$. The energy of this density is $\sqrt\varepsilon\cdot\sqrt\varepsilon=\varepsilon$, while every energy $\sqrt\varepsilon\,r$ is nonnegative, so the density is a minimiser within $\varepsilon$.

Let $\sigma$ be an exact minimiser in a potential $w$. There are two cases:

- If $\sigma=0$, the density differs from $\sqrt\varepsilon$ by exactly $\sqrt\varepsilon$.
- If $\sigma>0$, comparison with the empty site gives $w\sigma\le0$, so $w\le0$, and the potential differs from $\sqrt\varepsilon$ by at least $\sqrt\varepsilon$.

No common bound smaller than $\sqrt\varepsilon$ can therefore hold for both distances. Lean states this example on `ℝ` itself, where the inner product is ordinary multiplication (`hin`), and the case split on $\sigma$ is the `rcases` line.

```lean
/-- For `0 ≤ ε ≤ 1`, one site with densities in `[0, 1]` and `F = 0`, the density `√ε` minimises
the energy in the potential `√ε` within `ε`, and every exact pair of density and potential differs
from this one by at least `√ε` in the density or in the potential. -/
theorem sqrt_bound_sharp {ε : ℝ} (h0 : 0 ≤ ε) (h1 : ε ≤ 1) :
    IsNearGround (Set.Icc (0 : ℝ) 1) (fun _ => 0) (√ε) ε (√ε) ∧
      ∀ σ w : ℝ, IsGround (Set.Icc (0 : ℝ) 1) (fun _ => 0) w σ →
        √ε ≤ ‖σ - √ε‖ ∨ √ε ≤ ‖w - √ε‖ := by
  have hin : ∀ a b : ℝ, inner ℝ a b = a * b := fun a b => by
    simp [RCLike.inner_apply, mul_comm]
  have hs := Real.sqrt_nonneg ε
  refine ⟨⟨⟨hs, Real.sqrt_le_iff.2 ⟨zero_le_one, by linarith⟩⟩, fun r hr => ?_⟩, ?_⟩
  · simp only [energy, hin]
    have := Real.mul_self_sqrt h0
    have := mul_nonneg hs hr.1
    linarith
  · intro σ w hσ
    rw [Real.norm_eq_abs, Real.norm_eq_abs, abs_sub_comm σ, abs_sub_comm w]
    rcases hσ.1.1.eq_or_lt with h | h
    · -- an empty site is √ε away in density
      left
      exact le_trans (by linarith) (le_abs_self _)
    · -- an occupied site needs a potential that is not repulsive
      right
      have h2 := hσ.2 0 ⟨le_rfl, zero_le_one⟩
      simp only [energy, hin] at h2
      have hw : w ≤ 0 := by
        by_contra hw
        have := mul_pos (not_le.1 hw) h
        linarith
      exact le_trans (by linarith) (le_abs_self _)

end

end ApproximateRepresentability
```

```lean
#print axioms ApproximateRepresentability.brondsted_rockafellar_lattice
#print axioms ApproximateRepresentability.representable_dense
#print axioms ApproximateRepresentability.sqrt_bound_sharp
```

```
'ApproximateRepresentability.brondsted_rockafellar_lattice' depends on axioms: [propext, Classical.choice, Quot.sound]
'ApproximateRepresentability.representable_dense' depends on axioms: [propext, Classical.choice, Quot.sound]
'ApproximateRepresentability.sqrt_bound_sharp' depends on axioms: [propext, Classical.choice, Quot.sound]
```
